# The termination condition for polynomial solutions of the Hooke atom

In the Hooke atom, two electrons that repel each other are held in a harmonic well of frequency `w > 0`. In atomic units, a relative state of zero angular momentum can be written as `p(r) exp(-w r²/4)`, where `r` is the distance between the electrons. If the energy of the relative motion is `w (n + 3/2)`, the factor `p` obeys `r p'' + (2 - w r²) p' + (w n r - 1) p = 0`.

The theorem `termination` concerns this equation for any real `w ≠ 0` and natural number `n`. It states that every nonzero polynomial solution has degree exactly `n`, and that if such a solution exists, the coefficient of order `n + 1` vanishes in the power series solution normalised to one at `r = 0`. The polynomial `p` itself need not be normalised. The proof reads the three-term recursion at the degree of `p`, where the two higher coefficients are zero, to find the degree. It then uses that `p` is its constant term times the normalised series, and that this constant term cannot be zero.

In Lean, a first try:

```lean
import Mathlib

open Polynomial

namespace Termination

noncomputable section

/-- The polynomial equation `r p'' + (2 - w r²) p' + (w n r - 1) p = 0` for the relative motion
of the two electrons in the Hooke atom. -/
def HookeEq (n : ℕ) (w : ℝ) (p : ℝ[X]) : Prop :=
  X * derivative (derivative p) + (C 2 - C w * X ^ 2) * derivative p
    + (C (w * n) * X - 1) * p = 0

/-- Coefficients of the power series solution, normalized to one at contact of the electrons. -/
def series (n : ℕ) (w : ℝ) : ℕ → ℝ
  | 0 => 1
  | 1 => 1 / 2
  | k + 2 => (series n w (k + 1) - w * ((n : ℝ) - k) * series n w k) / (((k : ℝ) + 2) * (k + 3))

/-- The three-term recursion of the series coefficients. -/
theorem series_rec (n : ℕ) (w : ℝ) (k : ℕ) :
    ((k : ℝ) + 2) * (k + 3) * series n w (k + 2)
      = series n w (k + 1) - w * ((n : ℝ) - k) * series n w k := by
  have h2 : (k : ℝ) + 2 ≠ 0 := by positivity
  have h3 : (k : ℝ) + 3 ≠ 0 := by positivity
  rw [series]
  field_simp

/-- A polynomial solves the equation exactly when its coefficients obey the cusp relation
`2 p₁ = p₀` and the three-term recursion. -/
theorem hookeEq_iff (n : ℕ) (w : ℝ) (p : ℝ[X]) :
    HookeEq n w p ↔ 2 * p.coeff 1 = p.coeff 0 ∧ ∀ k : ℕ,
      ((k : ℝ) + 2) * (k + 3) * p.coeff (k + 2)
        = p.coeff (k + 1) - w * ((n : ℝ) - k) * p.coeff k := by
  have hx : ∀ k : ℕ, (X * derivative p).coeff k = k * p.coeff k := by
    intro k
    cases k with
    | zero => simp
    | succ k =>
      rw [coeff_X_mul, coeff_derivative]
      push_cast
      ring
  have e : X * derivative (derivative p) + (C 2 - C w * X ^ 2) * derivative p
      + (C (w * n) * X - 1) * p = X * derivative (derivative p) + C 2 * derivative p
      - C w * (X * (X * derivative p)) + C (w * n) * (X * p) - p := by ring
  unfold HookeEq
  rw [e, Polynomial.ext_iff]
  constructor
  · intro h
    refine ⟨?_, fun k => ?_⟩
    · have h0 := h 0
      simp only [coeff_add, coeff_sub, coeff_C_mul, coeff_X_mul_zero, coeff_derivative,
        coeff_zero, Nat.cast_zero, zero_add] at h0
      linarith
    · have h1 := h (k + 1)
      simp only [coeff_add, coeff_sub, coeff_C_mul, coeff_X_mul, hx, coeff_derivative,
        coeff_zero] at h1
      push_cast at h1
      linear_combination h1
  · rintro ⟨h0, h1⟩ k
    cases k with
    | zero =>
      simp only [coeff_add, coeff_sub, coeff_C_mul, coeff_X_mul_zero, coeff_derivative,
        coeff_zero, Nat.cast_zero, zero_add]
      linarith
    | succ k =>
      simp only [coeff_add, coeff_sub, coeff_C_mul, coeff_X_mul, hx, coeff_derivative,
        coeff_zero]
      push_cast
      linear_combination h1 k

/-- Every polynomial solution is its constant term times the normalized series. -/
theorem coeff_eq_series {n : ℕ} {w : ℝ} {p : ℝ[X]} (h : HookeEq n w p) :
    ∀ k, p.coeff k = p.coeff 0 * series n w k
  | 0 => by simp [series]
  | 1 => by
    have h0 := ((hookeEq_iff n w p).1 h).1
    simp only [series]
    linarith
  | k + 2 => by
    have hc : ((k : ℝ) + 2) * (k + 3) ≠ 0 := by positivity
    apply mul_left_cancel₀ hc
    linear_combination ((hookeEq_iff n w p).1 h).2 k + coeff_eq_series h (k + 1)
      - w * ((n : ℝ) - k) * coeff_eq_series h k - p.coeff 0 * series_rec n w k

/-- At nonzero `w`, a nonzero polynomial solution has degree `n`, and the series coefficient
of order `n + 1` vanishes. -/
theorem termination {n : ℕ} {w : ℝ} {p : ℝ[X]} (hw : w ≠ 0) (hp : p ≠ 0)
    (h : HookeEq n w p) : p.natDegree = n ∧ series n w (n + 1) = 0 := by
  have hl : p.coeff p.natDegree ≠ 0 := by
    rw [coeff_natDegree]
    exact leadingCoeff_ne_zero.2 hp
  have hd : p.natDegree = n := by
    have h2 := ((hookeEq_iff n w p).1 h).2 p.natDegree
    rw [coeff_eq_zero_of_natDegree_lt (show p.natDegree < p.natDegree + 2 by omega),
      coeff_eq_zero_of_natDegree_lt (show p.natDegree < p.natDegree + 1 by omega)] at h2
    have h3 : w * p.coeff p.natDegree * ((n : ℝ) - p.natDegree) = 0 := by
      linear_combination -h2
    have h4 := (mul_eq_zero.1 h3).resolve_left (mul_ne_zero hw hl)
    exact_mod_cast (sub_eq_zero.1 h4).symm
  refine ⟨hd, ?_⟩
  have h0 : p.coeff 0 ≠ 0 := fun h0 => hl (by rw [coeff_eq_series h, h0, zero_mul])
  have h1 := coeff_eq_series h (n + 1)
  rw [coeff_eq_zero_of_natDegree_lt (by omega)] at h1
  exact (mul_eq_zero.1 h1.symm).resolve_left h0

end

end Termination
```

Compiling this gives:

```
Main.lean:99:6: error: ring failed, ring expressions not equal
n : ℕ
w : ℝ
p : ℝ[X]
hw : w ≠ 0
hp : p ≠ 0
h : HookeEq n w p
hl : p.coeff p.natDegree ≠ 0
h2 : (↑p.natDegree + 2) * (↑p.natDegree + 3) * 0 = 0 - w * (↑n - ↑p.natDegree) * p.coeff p.natDegree
⊢ w * p.coeff p.natDegree * ↑n * 2 - w * p.coeff p.natDegree * ↑p.natDegree * 2 = 0
```

Cause. The error is a wrong sign in the proof of `h3`, the step that leads to the degree. Write `d` for `p.natDegree` and `c` for the leading coefficient `p.coeff p.natDegree`. After the rewrites, `h2` has a left side that is a product with `0` and a right side `0 - w * (n - d) * c`. Its left side minus its right side is therefore `+w * (n - d) * c`, which is already the left side of the goal `w * c * (n - d) = 0`.

`linear_combination` subtracts the two sides of the given combination from those of the goal and asks `ring` to show that the difference is zero. With `-h2` the two equal terms add up instead of cancelling, and what remains is `2 * w * c * (n - d)`, the expression that the message shows multiplied out. `ring` can't prove this to be zero, since it is not zero as an identity. With `h2` the terms cancel and the step closes.

As a diff, the version that Lean accepts:

```diff
@@ -97,5 +97,5 @@
       coeff_eq_zero_of_natDegree_lt (show p.natDegree < p.natDegree + 1 by omega)] at h2
     have h3 : w * p.coeff p.natDegree * ((n : ℝ) - p.natDegree) = 0 := by
-      linear_combination -h2
+      linear_combination h2
     have h4 := (mul_eq_zero.1 h3).resolve_left (mul_ne_zero hw hl)
     exact_mod_cast (sub_eq_zero.1 h4).symm
```
